# Opposite layer spins ±a/E in a bilayer band with zero total spin

Add up the spin of a doubly degenerate band over a whole bilayer and the answer can be zero in every direction. Whoever concludes from this that spin-orbit coupling leaves no spin texture in the band can mispredict what a probe sensitive to one layer sees. In the non-interacting four-state model below, taken at one fixed momentum, the total vanishes because two layer contributions cancel, and each of them can be as large as ħ/2.

## Two layers with opposite spin-orbit fields

Let σ be the Pauli matrices of spin and τ those of the layer, with τ_z = +1 in one layer and −1 in the other. The spin-orbit field points along a real unit vector n, has strength a, and is reversed between the layers. Electrons tunnel between the layers with real amplitude t:

H = a τ_z (n·σ) + t τ_x,  E = √(a² + t²) > 0.

The upper band has the projector P = (1 + H/E)/2, and the layer l = ±1 has the projector Π_l = (1 + l τ_z)/2. The claim is that H² = E², that P projects onto two states of energy E, and that for every real vector m

Tr[P (m·σ)] = 0,  Tr[P Π_l (m·σ)] = l (a/E)(n·m).

With m = n the layers carry ±a/E. Spin is measured in units of ħ/2, and the trace sums over both states of the band.

**The spectrum.** The product rule for Pauli matrices,

(n·σ)(m·σ) = n·m + i (n×m)·σ,

gives (n·σ)² = 1 and Tr[(n·σ)(m·σ)] = 2 n·m, since Tr(m·σ) = 0. Write A = τ_z (n·σ) and B = τ_x. Then A² = B² = 1, and AB + BA = (τ_z τ_x + τ_x τ_z)(n·σ) = 0, so

H² = a² A² + t² B² + a t (AB + BA) = a² + t² = E².

**The projector.** K = H/E is Hermitian and squares to one. Hence

P² = (1 + 2K + K²)/4 = (1 + K)/2 = P,
HP = (H + H²/E)/2 = (H + E)/2 = EP.

Both terms of H are traceless, so Tr P = 4/2 = 2. An idempotent has only the eigenvalues 0 and 1, so its rank is its trace, which is two.

**The spins.** For any layer operator X, traces factorise over layer and spin:

Tr[P X (m·σ)] = ½ Tr X Tr(m·σ) + (a/2E) Tr(τ_z X) Tr[(n·σ)(m·σ)] + (t/2E) Tr(τ_x X) Tr(m·σ)
= (a/E)(n·m) Tr(τ_z X).

For X = 1 the last trace is Tr τ_z = 0. For X = Π_l it is Tr(τ_z + l)/2 = l. This proves both formulas.

**Two consequences.** The layer spin along n has modulus |a|/E, which equals one exactly when a² = a² + t², that is, when t = 0. The lower band has projector 1 − P. Since Tr[Π_l (m·σ)] = 0, its layer spins are those of the upper band with the sign reversed.

## The model as matrices

In Lean 4 with Mathlib:

```lean
import Mathlib

open Matrix
open scoped Kronecker

namespace HiddenSpinPolarization

noncomputable section
```

Matrices are indexed by `Fin 2 × Fin 2`, layer first and spin second, and `⊗ₖ` is the Kronecker product. The indices 0, 1, 2 of `pauli` stand for x, y, z, and the same matrices serve for σ and τ.

```lean
/-- The three Pauli matrices, used both for spin and for the layer degree of freedom. -/
def pauli : Fin 3 → Matrix (Fin 2) (Fin 2) ℂ :=
  ![!![0, 1; 1, 0], !![0, -Complex.I; Complex.I, 0], !![1, 0; 0, -1]]

/-- The spin operator `n · σ` along a real vector `n`. -/
def spinAlong (n : Fin 3 → ℝ) : Matrix (Fin 2) (Fin 2) ℂ :=
  ∑ i, (n i : ℂ) • pauli i
```

The Hamiltonian takes the vector n as an argument without fixing its length; the theorems that need a unit vector assume it.

```lean
/-- The bilayer Hamiltonian `a τ_z (n · σ) + t τ_x`: opposite spin-orbit fields in the two
layers, and tunnelling `t` between them. -/
def hamiltonian (a t : ℝ) (n : Fin 3 → ℝ) : Matrix (Fin 2 × Fin 2) (Fin 2 × Fin 2) ℂ :=
  (a : ℂ) • (pauli 2 ⊗ₖ spinAlong n) + (t : ℂ) • (pauli 0 ⊗ₖ (1 : Matrix (Fin 2) (Fin 2) ℂ))

/-- The band energy `E = √(a² + t²)`. -/
def energy (a t : ℝ) : ℝ := √(a ^ 2 + t ^ 2)

/-- The upper-band operator `P = (1 + H / E) / 2`. -/
def bandProjector (a t : ℝ) (n : Fin 3 → ℝ) : Matrix (Fin 2 × Fin 2) (Fin 2 × Fin 2) ℂ :=
  (2⁻¹ : ℂ) • (1 + (((energy a t)⁻¹ : ℝ) : ℂ) • hamiltonian a t n)
```

The type `ℤˣ` contains exactly the integers 1 and −1, so it labels the two layers.

```lean
/-- The projector `(1 + l τ_z) / 2` onto the layer `l = ±1`. -/
def layerProjector (l : ℤˣ) : Matrix (Fin 2) (Fin 2) ℂ :=
  (2⁻¹ : ℂ) • (1 + ((l : ℤ) : ℂ) • pauli 2)
```

## Spin algebra and the square of H

The explicit matrix of n·σ reduces the Pauli identities to arithmetic on entries, where the only non-trivial input is i² = −1.

```lean
/-- The spin operator along `n` written out as a two-by-two matrix. -/
theorem spinAlong_eq (n : Fin 3 → ℝ) :
    spinAlong n = !![(n 2 : ℂ), n 0 - n 1 * Complex.I; n 0 + n 1 * Complex.I, -(n 2 : ℂ)] := by
  ext i j
  fin_cases i <;> fin_cases j <;>
    simp [spinAlong, pauli, Fin.sum_univ_three, sub_eq_add_neg]

/-- The square of `n · σ` is the squared length of `n`. -/
theorem spinAlong_sq (n : Fin 3 → ℝ) :
    spinAlong n * spinAlong n = ((n ⬝ᵥ n : ℝ) : ℂ) • 1 := by
  rw [spinAlong_eq]
  ext i j
  fin_cases i <;> fin_cases j <;>
    simp [Matrix.mul_apply, Fin.sum_univ_two, dotProduct, Fin.sum_univ_three] <;>
    first
      | ring1
      | linear_combination (-(n 1 : ℂ) ^ 2) * Complex.I_sq

/-- Spin operators are traceless, and the trace of a product of two of them is twice the
scalar product of their directions. -/
theorem spinAlong_trace (n m : Fin 3 → ℝ) :
    (spinAlong n).trace = 0 ∧
      (spinAlong n * spinAlong m).trace = 2 * ((n ⬝ᵥ m : ℝ) : ℂ) := by
  rw [spinAlong_eq, spinAlong_eq]
  constructor
  · simp [Matrix.trace_fin_two]
  · simp [Matrix.trace_fin_two, dotProduct, Fin.sum_univ_three]
    linear_combination (-2 * (n 1 : ℂ) * (m 1 : ℂ)) * Complex.I_sq
```

In the next proof, `key` is the calculation with A and B for any two anticommuting matrices that square to one. The facts `hz`, `hx` and `hzx` supply the layer algebra, and the unit length of n enters through `spinAlong_sq`.

```lean
/-- For a unit vector `n` the bilayer Hamiltonian squares to `E²`. -/
theorem hamiltonian_sq (a t : ℝ) (n : Fin 3 → ℝ) (hn : n ⬝ᵥ n = 1) :
    hamiltonian a t n * hamiltonian a t n = ((energy a t : ℂ) ^ 2) • 1 := by
  have hE : (energy a t : ℂ) ^ 2 = (a : ℂ) ^ 2 + (t : ℂ) ^ 2 := by
    have h : energy a t ^ 2 = a ^ 2 + t ^ 2 := Real.sq_sqrt (by positivity)
    exact_mod_cast h
  -- two anticommuting involutions add in quadrature
  have key : ∀ A B : Matrix (Fin 2 × Fin 2) (Fin 2 × Fin 2) ℂ,
      A * A = 1 → B * B = 1 → A * B + B * A = 0 →
      ((a : ℂ) • A + (t : ℂ) • B) * ((a : ℂ) • A + (t : ℂ) • B)
        = ((a : ℂ) ^ 2 + (t : ℂ) ^ 2) • 1 := by
    intro A B hA hB hAB
    have h : ((a : ℂ) • A + (t : ℂ) • B) * ((a : ℂ) • A + (t : ℂ) • B)
        = ((a : ℂ) ^ 2) • (A * A) + ((t : ℂ) ^ 2) • (B * B)
          + ((a : ℂ) * t) • (A * B + B * A) := by
      simp only [add_mul, mul_add, smul_mul_assoc, mul_smul_comm]
      module
    rw [h, hA, hB, hAB]
    module
  have hz : pauli 2 * pauli 2 = 1 := by
    ext i j
    fin_cases i <;> fin_cases j <;> simp [pauli, Matrix.mul_apply, Fin.sum_univ_two]
  have hx : pauli 0 * pauli 0 = 1 := by
    ext i j
    fin_cases i <;> fin_cases j <;> simp [pauli, Matrix.mul_apply, Fin.sum_univ_two]
  have hzx : pauli 2 * pauli 0 + pauli 0 * pauli 2 = 0 := by
    ext i j
    fin_cases i <;> fin_cases j <;> simp [pauli]
  rw [hE]
  apply key
  · rw [← Matrix.mul_kronecker_mul, hz, spinAlong_sq, hn, Complex.ofReal_one, one_smul,
      Matrix.one_kronecker_one]
  · rw [← Matrix.mul_kronecker_mul, hx, one_mul, Matrix.one_kronecker_one]
  · rw [← Matrix.mul_kronecker_mul, ← Matrix.mul_kronecker_mul, mul_one, one_mul,
      ← Matrix.add_kronecker, hzx, Matrix.zero_kronecker]

/-- The bilayer Hamiltonian is Hermitian. -/
theorem hamiltonian_isHermitian (a t : ℝ) (n : Fin 3 → ℝ) :
    (hamiltonian a t n)ᴴ = hamiltonian a t n := by
  have hp : ∀ i, (pauli i)ᴴ = pauli i := by
    intro i
    fin_cases i <;> ext j k <;> fin_cases j <;> fin_cases k <;> simp [pauli]
  have hs : (spinAlong n)ᴴ = spinAlong n := by
    simp [spinAlong, Matrix.conjTranspose_sum, Matrix.conjTranspose_smul, hp]
  simp [hamiltonian, Matrix.conjTranspose_add, Matrix.conjTranspose_smul,
    Matrix.conjTranspose_kronecker, hp, hs]
```

## Traces and rank

The factorised trace is first proved for H alone. The tunnelling term drops out because Tr(m·σ) = 0.

```lean
/-- Against a layer operator `X` times a spin operator along `m`, the Hamiltonian has trace
`2 a (n · m) Tr(τ_z X)`. -/
theorem trace_hamiltonian_mul (a t : ℝ) (n m : Fin 3 → ℝ) (X : Matrix (Fin 2) (Fin 2) ℂ) :
    (hamiltonian a t n * (X ⊗ₖ spinAlong m)).trace
      = 2 * a * ((n ⬝ᵥ m : ℝ) : ℂ) * (pauli 2 * X).trace := by
  simp only [hamiltonian, add_mul, smul_mul_assoc, ← Matrix.mul_kronecker_mul,
    Matrix.trace_add, Matrix.trace_smul, Matrix.trace_kronecker, one_mul,
    (spinAlong_trace m m).1, (spinAlong_trace n m).2, smul_eq_mul]
  ring
```

For the rank, the proof regards P as a linear map that projects onto its own range. The trace of such a map is the dimension of the range.

```lean
/-- The rank of an idempotent complex matrix on the four-state space equals its trace. -/
theorem rank_eq_trace (P : Matrix (Fin 2 × Fin 2) (Fin 2 × Fin 2) ℂ) (h : P * P = P) :
    (P.rank : ℂ) = P.trace := by
  have hp : LinearMap.IsProj (LinearMap.range P.mulVecLin) P.mulVecLin :=
    ⟨fun x => ⟨x, rfl⟩, by rintro _ ⟨x, rfl⟩; simp [Matrix.mulVec_mulVec, h]⟩
  have h2 : LinearMap.trace ℂ _ P.mulVecLin = P.trace := by
    rw [LinearMap.trace_eq_matrix_trace ℂ (Pi.basisFun ℂ _), LinearMap.toMatrix_eq_toMatrix',
      ← Matrix.toLin'_apply', LinearMap.toMatrix'_toLin']
  rw [Matrix.rank, ← hp.trace, h2]
```

## Zero total spin, finite layer spin

The main theorem assumes `n ⬝ᵥ n = 1` and `0 < energy a t`. The second condition excludes only a = t = 0, where the two bands coincide and there is no upper band to select. The conclusions are, in order: H² = E²; P² = P; P is Hermitian; its rank is two; HP = EP; the total spin vanishes along every m; and layer l carries l (a/E)(n·m).

The direction n is arbitrary, so Rashba and Dresselhaus fields are both covered, one momentum at a time. The dependence of a and n on momentum is not modelled, and the equal and opposite fields are put in by hand instead of being derived from a crystal's inversion symmetry. The theorem thus exhibits hidden spin polarization in a model and does not establish it for centrosymmetric crystals in general.

In the proof, `hK` is K² = 1, `htr` is Tr P = 2, and `hP` is the trace formula for a general X. The identity HP = EP follows by comparing the coefficients of 1 and H, and the last two parts put X = 1 and X = Π_l into `hP`.

```lean
/-- For unit `n` and `E > 0`: `H² = E²`, and `P` is a Hermitian projector of rank two onto states of
energy `E`. Its total spin vanishes in every direction, while layer `l = ±1` carries the spin `l (a
/ E) (n · m)` along `m`. -/
theorem hidden_spin_polarization (a t : ℝ) (n : Fin 3 → ℝ) (hn : n ⬝ᵥ n = 1)
    (hE : 0 < energy a t) :
    hamiltonian a t n * hamiltonian a t n = ((energy a t : ℂ) ^ 2) • 1 ∧
    bandProjector a t n * bandProjector a t n = bandProjector a t n ∧
    (bandProjector a t n)ᴴ = bandProjector a t n ∧
    (bandProjector a t n).rank = 2 ∧
    hamiltonian a t n * bandProjector a t n = (energy a t : ℂ) • bandProjector a t n ∧
    (∀ m, (bandProjector a t n *
      ((1 : Matrix (Fin 2) (Fin 2) ℂ) ⊗ₖ spinAlong m)).trace = 0) ∧
    ∀ (l : ℤˣ) (m : Fin 3 → ℝ),
      (bandProjector a t n * (layerProjector l ⊗ₖ spinAlong m)).trace
        = ((((l : ℤ) : ℝ) * (a / energy a t) * (n ⬝ᵥ m) : ℝ) : ℂ) := by
  have hH := hamiltonian_sq a t n hn
  have hE' : (energy a t : ℂ) ≠ 0 := by exact_mod_cast hE.ne'
  have hc : (((energy a t)⁻¹ : ℝ) : ℂ) * (energy a t : ℂ) = 1 := by
    rw [Complex.ofReal_inv, inv_mul_cancel₀ hE']
  have hPP : bandProjector a t n * bandProjector a t n = bandProjector a t n := by
    -- the flattened Hamiltonian H / E squares to one
    have hK : ((((energy a t)⁻¹ : ℝ) : ℂ) • hamiltonian a t n) *
        ((((energy a t)⁻¹ : ℝ) : ℂ) • hamiltonian a t n) = 1 := by
      rw [smul_mul_assoc, mul_smul_comm, hH, smul_smul, smul_smul]
      have h1 : (((energy a t)⁻¹ : ℝ) : ℂ) * ((((energy a t)⁻¹ : ℝ) : ℂ) *
          (energy a t : ℂ) ^ 2) = 1 := by
        linear_combination ((((energy a t)⁻¹ : ℝ) : ℂ) * (energy a t : ℂ) + 1) * hc
      first
        | rw [h1, one_smul]
        | rw [mul_assoc, h1, one_smul]
    unfold bandProjector
    generalize (((energy a t)⁻¹ : ℝ) : ℂ) • hamiltonian a t n = K at hK ⊢
    rw [smul_mul_assoc, mul_smul_comm, add_mul, mul_add, mul_add, hK, one_mul, one_mul, mul_one]
    module
  have htr : (bandProjector a t n).trace = 2 := by
    have hz : (pauli 2).trace = 0 := by simp [pauli, Matrix.trace_fin_two]
    have hx : (pauli 0).trace = 0 := by simp [pauli, Matrix.trace_fin_two]
    simp only [bandProjector, hamiltonian, Matrix.trace_smul, Matrix.trace_add,
      Matrix.trace_kronecker, hz, hx, Matrix.trace_one, Fintype.card_prod, Fintype.card_fin,
      smul_eq_mul]
    norm_num
  -- only the τ_z term of H contributes to a spin expectation value
  have hP : ∀ (X : Matrix (Fin 2) (Fin 2) ℂ) (m : Fin 3 → ℝ),
      (bandProjector a t n * (X ⊗ₖ spinAlong m)).trace
        = (((energy a t)⁻¹ : ℝ) : ℂ) * a * ((n ⬝ᵥ m : ℝ) : ℂ) * (pauli 2 * X).trace := by
    intro X m
    simp only [bandProjector, smul_mul_assoc, add_mul, one_mul, Matrix.trace_smul,
      Matrix.trace_add, Matrix.trace_kronecker, (spinAlong_trace m m).1,
      trace_hamiltonian_mul, smul_eq_mul]
    ring
  refine ⟨hH, hPP, ?_, ?_, ?_, ?_, ?_⟩
  · simp [bandProjector, Matrix.conjTranspose_smul, Matrix.conjTranspose_add,
      hamiltonian_isHermitian]
  · have h := rank_eq_trace _ hPP
    rw [htr] at h
    exact_mod_cast h
  · unfold bandProjector
    rw [mul_smul_comm, mul_add, mul_one, mul_smul_comm, hH]
    match_scalars
    · linear_combination (-(2⁻¹ : ℂ)) * inv_mul_cancel₀ hE'
    · linear_combination ((2⁻¹ : ℂ) * (energy a t : ℂ)) * inv_mul_cancel₀ hE'
  · intro m
    rw [hP]
    simp [pauli, Matrix.trace_fin_two]
  · intro l m
    have hl : (pauli 2 * layerProjector l).trace = ((l : ℤ) : ℂ) := by
      have hz : (pauli 2).trace = 0 := by simp [pauli, Matrix.trace_fin_two]
      have hzz : pauli 2 * pauli 2 = 1 := by
        ext i j
        fin_cases i <;> fin_cases j <;> simp [pauli, Matrix.mul_apply, Fin.sum_univ_two]
      rw [layerProjector, mul_smul_comm, mul_add, mul_one, mul_smul_comm, hzz]
      simp only [Matrix.trace_smul, Matrix.trace_add, hz, Matrix.trace_one,
        Fintype.card_fin, smul_eq_mul]
      push_cast
      ring
    rw [hP, hl]
    push_cast
    ring
```

## Decoupled layers and the lower band

The saturation theorem takes the modulus of the layer spin, which removes the sign l, and then compares a² with E².

```lean
/-- For a unit vector `n` and `E > 0`, the upper-band spin of one layer along `n` has modulus one
exactly when the interlayer tunnelling vanishes. -/
theorem layer_polarization_saturated_iff (a t : ℝ) (n : Fin 3 → ℝ) (hn : n ⬝ᵥ n = 1)
    (hE : 0 < energy a t) (l : ℤˣ) :
    ‖(bandProjector a t n * (layerProjector l ⊗ₖ spinAlong n)).trace‖ = 1 ↔ t = 0 := by
  obtain ⟨-, -, -, -, -, -, h⟩ := hidden_spin_polarization a t n hn hE
  have habs : |((l : ℤ) : ℝ) * (a / energy a t) * (n ⬝ᵥ n)| = |a| / energy a t := by
    rw [hn, mul_one, abs_mul, abs_div, abs_of_pos hE]
    rcases Int.units_eq_one_or l with rfl | rfl <;> simp
  rw [h l n, Complex.norm_real, Real.norm_eq_abs, habs, div_eq_one_iff_eq hE.ne']
  constructor
  · intro h1
    have h2 : |a| ^ 2 = energy a t ^ 2 := by rw [h1]
    have h3 : energy a t ^ 2 = a ^ 2 + t ^ 2 := Real.sq_sqrt (by positivity)
    rw [sq_abs, h3] at h2
    exact pow_eq_zero_iff (two_ne_zero) |>.1 (by linarith)
  · intro h1
    simp [energy, h1, Real.sqrt_sq_eq_abs]
```

For the lower band, the trace is split into Tr[Π_l (m·σ)], which vanishes, minus the upper-band value Tr[P Π_l (m·σ)].

```lean
/-- For a unit vector `n` and `E > 0`, the lower band `1 - P` carries in layer `l` the spin `-l (a /
E) (n · m)` along `m`. -/
theorem lower_band_polarization (a t : ℝ) (n m : Fin 3 → ℝ) (hn : n ⬝ᵥ n = 1)
    (hE : 0 < energy a t) (l : ℤˣ) :
    ((1 - bandProjector a t n) * (layerProjector l ⊗ₖ spinAlong m)).trace
      = ((-(((l : ℤ) : ℝ) * (a / energy a t) * (n ⬝ᵥ m)) : ℝ) : ℂ) := by
  obtain ⟨-, -, -, -, -, -, h⟩ := hidden_spin_polarization a t n hn hE
  rw [sub_mul, one_mul, Matrix.trace_sub, h l m, Matrix.trace_kronecker,
    (spinAlong_trace m m).1, mul_zero, zero_sub, Complex.ofReal_neg]

end

end HiddenSpinPolarization
```

```lean
#print axioms HiddenSpinPolarization.layer_polarization_saturated_iff
#print axioms HiddenSpinPolarization.lower_band_polarization
```

```
'HiddenSpinPolarization.layer_polarization_saturated_iff' depends on axioms: [propext, Classical.choice, Quot.sound]
'HiddenSpinPolarization.lower_band_polarization' depends on axioms: [propext, Classical.choice, Quot.sound]
```
